# Negative mutual polarizability of two geminal protons with zero direct resonance integral, in a four-orbital model with unequal occupied levels below the virtual ones

The model is a one-electron one with two occupied and two virtual orbitals, whose amplitudes on two geminal protons are fixed at ±1/2, one symmetric and one antisymmetric orbital in each pair. `geminal_neg_of_no_resonance` states that the mutual polarizability of the protons is strictly negative if the direct resonance integral between them is zero, the two occupied energies differ, and both virtual levels lie above both occupied ones. The zero integral makes the splitting `E 3 - E 2` equal to `-(E 1 - E 0)`. The proof puts this into a closed form for the polarizability, which becomes minus the square of `E 1 - E 0` times a positive factor. That the square is positive is left to a helper, `pow_pos_of_ne`, defined in a `where` clause after the proof.

As first written in Lean, the proof fails:

```lean
import Mathlib

open Finset

namespace GeminalNegOfNoResonance

noncomputable section

/-- The mutual polarizability of sites `A` and `B`: four times the sum over occupied `i` and
virtual `a` of `c_iA c_aA c_iB c_aB / (E_i - E_a)`. Its domain is the case in which no occupied
energy equals a virtual one. -/
def polarizability {ι S : Type*} (occ vir : Finset ι) (E : ι → ℝ) (c : ι → S → ℝ)
    (A B : S) : ℝ :=
  4 * ∑ i ∈ occ, ∑ a ∈ vir, c i A * c a A * c i B * c a B / (E i - E a)

/-- The matrix element of the one-electron Hamiltonian between sites `A` and `B`, written
through orbital energies and amplitudes as `∑ E_k c_kA c_kB`. -/
def hamiltonianElement {ι S : Type*} [Fintype ι] (E : ι → ℝ) (c : ι → S → ℝ)
    (A B : S) : ℝ :=
  ∑ k, E k * c k A * c k B

/-- Amplitudes of orbitals 0 to 3 on the two geminal protons: orbitals 0 and 2 are symmetric,
orbitals 1 and 3 antisymmetric. -/
def geminal : Fin 4 → Fin 2 → ℝ :=
  ![![1/2, 1/2], ![1/2, -1/2], ![1/2, 1/2], ![1/2, -1/2]]

/-- Both virtual levels (indices 2, 3) lie above both occupied levels (indices 0, 1). -/
def Gapped (E : Fin 4 → ℝ) : Prop :=
  (E 0 < E 2 ∧ E 0 < E 3) ∧ (E 1 < E 2 ∧ E 1 < E 3)

/-- The sum of the virtual energies minus that of the occupied ones, divided by four times the
product of the four excitation gaps. Its domain is the case in which no gap vanishes. -/
def gapFactor (E : Fin 4 → ℝ) : ℝ :=
  (E 2 + E 3 - E 0 - E 1) /
    (4 * (((E 2 - E 0) * (E 3 - E 0)) * ((E 2 - E 1) * (E 3 - E 1))))

/-- For two occupied and two virtual orbitals the polarizability is a sum of four
excitation terms. -/
theorem polarizability_four (E : Fin 4 → ℝ) (c : Fin 4 → Fin 2 → ℝ) :
    polarizability {0, 1} {2, 3} E c 0 1 =
      4 * ((c 0 0 * c 2 0 * c 0 1 * c 2 1 / (E 0 - E 2)
          + c 0 0 * c 3 0 * c 0 1 * c 3 1 / (E 0 - E 3))
        + (c 1 0 * c 2 0 * c 1 1 * c 2 1 / (E 1 - E 2)
          + c 1 0 * c 3 0 * c 1 1 * c 3 1 / (E 1 - E 3))) := by
  have h01 : (0 : Fin 4) ≠ 1 := by decide
  have h23 : (2 : Fin 4) ≠ 3 := by decide
  simp only [polarizability, Finset.sum_pair h01, Finset.sum_pair h23]

/-- With the geminal amplitudes, excitations between orbitals of like symmetry lower the
polarizability and those between orbitals of unlike symmetry raise it, when the virtual levels
lie above the occupied ones. -/
theorem geminal_excitations (E : Fin 4 → ℝ) (h : Gapped E) :
    polarizability {0, 1} {2, 3} E geminal 0 1 =
        1 / 4 * (1 / (E 3 - E 0) + 1 / (E 2 - E 1))
          - 1 / 4 * (1 / (E 2 - E 0) + 1 / (E 3 - E 1))
      ∧ 0 < 1 / (E 3 - E 0) + 1 / (E 2 - E 1)
      ∧ 0 < 1 / (E 2 - E 0) + 1 / (E 3 - E 1) := by
  obtain ⟨⟨h02, h03⟩, h12, h13⟩ := h
  refine ⟨?_, add_pos (one_div_pos.mpr (sub_pos.mpr h03)) (one_div_pos.mpr (sub_pos.mpr h12)),
    add_pos (one_div_pos.mpr (sub_pos.mpr h02)) (one_div_pos.mpr (sub_pos.mpr h13))⟩
  -- turn each energy denominator into a positive excitation gap
  have flip : ∀ x y : ℝ, 1 / (x - y) = -(1 / (y - x)) := by
    intro x y
    rw [← neg_sub y x, one_div_neg_eq_neg_one_div]
  rw [polarizability_four]
  simp only [geminal, Matrix.cons_val]
  linear_combination 1 / 4 * flip (E 0) (E 2) - 1 / 4 * flip (E 0) (E 3)
    - 1 / 4 * flip (E 1) (E 2) + 1 / 4 * flip (E 1) (E 3)

/-- When the virtual levels lie above the occupied ones, the gap factor is positive. -/
theorem gapFactor_pos (E : Fin 4 → ℝ) (h : Gapped E) : 0 < gapFactor E := by
  obtain ⟨⟨h02, h03⟩, h12, h13⟩ := h
  exact div_pos (by linarith) (mul_pos (by norm_num)
    (mul_pos (mul_pos (sub_pos.mpr h02) (sub_pos.mpr h03))
      (mul_pos (sub_pos.mpr h12) (sub_pos.mpr h13))))

/-- When the virtual levels lie above the occupied ones, the geminal polarizability is
`(E 1 - E 0) * (E 3 - E 2)` times the gap factor. -/
theorem geminal_closed_form (E : Fin 4 → ℝ) (h : Gapped E) :
    polarizability {0, 1} {2, 3} E geminal 0 1 =
      (E 1 - E 0) * (E 3 - E 2) * gapFactor E := by
  rw [(geminal_excitations E h).1, gapFactor]
  obtain ⟨⟨h02, h03⟩, h12, h13⟩ := h
  have n02 : E 2 - E 0 ≠ 0 := (sub_pos.mpr h02).ne'
  have n03 : E 3 - E 0 ≠ 0 := (sub_pos.mpr h03).ne'
  have n12 : E 2 - E 1 ≠ 0 := (sub_pos.mpr h12).ne'
  have n13 : E 3 - E 1 ≠ 0 := (sub_pos.mpr h13).ne'
  field_simp
  ring

/-- The direct resonance integral between the two protons is `(E 0 - E 1 + E 2 - E 3) / 4`. -/
theorem geminal_resonance (E : Fin 4 → ℝ) :
    hamiltonianElement E geminal 0 1 = (E 0 - E 1 + E 2 - E 3) / 4 := by
  rw [hamiltonianElement, Fin.sum_univ_four]
  simp only [geminal, Matrix.cons_val]
  ring

/-- If the direct resonance integral between the protons vanishes, the occupied levels differ and
the virtual levels lie above them, then the geminal polarizability is negative. -/
theorem geminal_neg_of_no_resonance (E : Fin 4 → ℝ) (h : Gapped E)
    (hres : hamiltonianElement E geminal 0 1 = 0) (hne : E 0 ≠ E 1) :
    polarizability {0, 1} {2, 3} E geminal 0 1 < 0 := by
  rw [geminal_resonance] at hres
  -- the two splittings are then equal and opposite
  have hs : E 3 - E 2 = -(E 1 - E 0) := by linarith
  have hsq : 0 < (E 1 - E 0) ^ 2 := pow_pos_of_ne hne
  rw [geminal_closed_form E h, hs]
  have hp := mul_pos hsq (gapFactor_pos E h)
  linarith [show (E 1 - E 0) * -(E 1 - E 0) * gapFactor E
    = -((E 1 - E 0) ^ 2 * gapFactor E) by ring]
where
  pow_pos_of_ne {x y : ℝ} (hxy : x ≠ y) : 0 < (y - x) ^ 2 :=
    sq_pos_of_ne_zero (sub_ne_zero.mpr hxy.symm)

end

end GeminalNegOfNoResonance
```

The compiler's answer:

```
Main.lean:106:36: error(lean.unknownIdentifier): Unknown identifier `pow_pos_of_ne`
```

The message says that `pow_pos_of_ne` is not a known name at the point where it is used, although the `where` clause defines it.

A `where` helper is available inside a tactic proof as an auxiliary entry in the local context, placed after the theorem's hypotheses. The earlier step `rw [geminal_resonance] at hres` replaces the hypothesis `hres`. To do so, Lean takes out the entries that come after the insertion point and then reintroduces them, but auxiliary entries are cleared instead of being restored. So `hne` survives the rewrite and the helper doesn't, and the later `have hsq` can't find it.

The repair writes the helper's proof directly into `hsq`. There `hne.symm` says `E 1 ≠ E 0`, `sub_ne_zero.mpr` turns this into `E 1 - E 0 ≠ 0`, and `sq_pos_of_ne_zero` gives the positive square. No local helper is then needed, and removing the `where` clause is mere tidying.

After these edits no error is left:

```diff
@@ -104,12 +104,9 @@
   -- the two splittings are then equal and opposite
   have hs : E 3 - E 2 = -(E 1 - E 0) := by linarith
-  have hsq : 0 < (E 1 - E 0) ^ 2 := pow_pos_of_ne hne
+  have hsq : 0 < (E 1 - E 0) ^ 2 := sq_pos_of_ne_zero (sub_ne_zero.mpr hne.symm)
   rw [geminal_closed_form E h, hs]
   have hp := mul_pos hsq (gapFactor_pos E h)
   linarith [show (E 1 - E 0) * -(E 1 - E 0) * gapFactor E
     = -((E 1 - E 0) ^ 2 * gapFactor E) by ring]
-where
-  pow_pos_of_ne {x y : ℝ} (hxy : x ≠ y) : 0 < (y - x) ^ 2 :=
-    sq_pos_of_ne_zero (sub_ne_zero.mpr hxy.symm)
 
 end
```
